# When a homogeneous harmonic polynomial times exp(a r) solves the −Z/r Schrödinger equation in n ≥ 2 dimensions

An electron moves around a fixed point charge Z, in atomic units. As a trial wavefunction we take ψ = Y exp(a r), with r the distance from the charge and Y a real solid harmonic, that is, a nonzero homogeneous harmonic polynomial of degree l. We ask for which a and E it satisfies

(−Δ/2 − Z/r) ψ = E ψ at every point with r > 0.

Here n is the dimension of space, not the principal quantum number, and a is minus the usual Slater exponent. The potential is −Z/r in every dimension.

```lean
import Mathlib

open MvPolynomial
open scoped Topology

namespace CoulombCusp

noncomputable section

variable {n : ℕ}
```

A point is a function `Fin n → ℝ`, with coordinates numbered from 0. Mathlib's norm on this type is the maximum norm, so the Euclidean distance is written out:

r = √(Σ_j x_j²).

```lean
/-- The Euclidean distance of the point `x` from the origin. -/
def radius (x : Fin n → ℝ) : ℝ := √(∑ j, x j ^ 2)
```

A partial derivative varies one coordinate and holds the others fixed.

```lean
/-- The partial derivative of `f` in the coordinate `i`, at the point `x`. -/
def partialD (i : Fin n) (f : (Fin n → ℝ) → ℝ) (x : Fin n → ℝ) : ℝ :=
  deriv (fun t => f (Function.update x i t)) (x i)
```

The Laplacian and the Hamiltonian act on actual functions, point by point:

Δf = Σ_i ∂_i² f, Hf = −Δf/2 − (Z/r) f.

```lean
/-- The Laplacian, the sum of the second partial derivatives. -/
def laplacian (f : (Fin n → ℝ) → ℝ) (x : Fin n → ℝ) : ℝ :=
  ∑ i, partialD i (partialD i f) x

/-- The Coulomb Hamiltonian `-Δ/2 - Z/r` in atomic units, for points off the origin. -/
def hamiltonian (Z : ℝ) (f : (Fin n → ℝ) → ℝ) (x : Fin n → ℝ) : ℝ :=
  -laplacian f x / 2 - Z / radius x * f x
```

Harmonicity is a condition on the polynomial itself, Σ_i ∂_i² Y = 0, with formal derivatives.

```lean
/-- A polynomial is harmonic if its Laplacian vanishes. -/
def IsHarmonic (Y : MvPolynomial (Fin n) ℝ) : Prop :=
  ∑ i, pderiv i (pderiv i Y) = 0
```

The trial function is not normalised.

```lean
/-- The function `Y exp(a r)`, a polynomial times an exponential of the radius. -/
def orbital (Y : MvPolynomial (Fin n) ℝ) (a : ℝ) (x : Fin n → ℝ) : ℝ :=
  eval x Y * Real.exp (a * radius x)
```

## First derivatives

Away from the origin some x_i is nonzero, so the sum of squares is positive and r > 0.

```lean
/-- The radius is positive off the origin. -/
theorem radius_pos {x : Fin n → ℝ} (hx : x ≠ 0) : 0 < radius x := by
  obtain ⟨i, hi⟩ := Function.ne_iff.mp hx
  have hi' : x i ≠ 0 := hi
  exact Real.sqrt_pos.mpr
    (Finset.sum_pos' (fun _ _ => sq_nonneg _) ⟨i, Finset.mem_univ i, by positivity⟩)
```

Formal and analytic derivatives of a polynomial agree. This holds for constants, passes to sums, and passes from p to p x_j by the product rule; the induction has these three cases.

```lean
/-- Along a coordinate line a polynomial has its formal partial derivative as derivative. -/
theorem hasDerivAt_eval (p : MvPolynomial (Fin n) ℝ) (x : Fin n → ℝ) (i : Fin n) :
    HasDerivAt (fun t => eval (Function.update x i t) p) (eval x (pderiv i p)) (x i) := by
  induction p using MvPolynomial.induction_on with
  | C c =>
    simp only [eval_C, pderiv_C, map_zero]
    exact hasDerivAt_const _ _
  | add p q hp hq =>
    simp only [map_add]
    exact hp.fun_add hq
  | mul_X p j hp =>
    simp only [pderiv_mul, map_add, map_mul, eval_X]
    by_cases hj : j = i
    · subst hj
      have h := hp.fun_mul (hasDerivAt_id' (x j))
      simp only [Function.update_eq_self] at h
      simp only [Function.update_self, pderiv_X_self, map_one]
      exact h
    · simp only [Function.update_of_ne hj, pderiv_X_of_ne hj, map_zero, mul_zero, add_zero]
      exact hp.mul_const (x j)
```

Differentiating r² = Σ_j x_j² gives 2r ∂_i r = 2x_i, hence

∂_i r = x_i/r.

Lean applies the preceding lemma to Σ_j x_j² and then differentiates the square root.

```lean
/-- Off the origin the partial derivative of the radius is `x_i / r`. -/
theorem hasDerivAt_radius {x : Fin n → ℝ} (hx : x ≠ 0) (i : Fin n) :
    HasDerivAt (fun t => radius (Function.update x i t)) (x i / radius x) (x i) := by
  have h := hasDerivAt_eval (∑ j, X j ^ 2) x i
  have hd : eval x (pderiv i (∑ j, X j ^ 2)) = 2 * x i := by
    rw [map_sum, map_sum, Finset.sum_eq_single i]
    · rw [pow_two, pderiv_mul, pderiv_X_self]
      simp only [map_add, map_mul, map_one, eval_X]
      ring
    · intro j _ hj
      rw [pow_two, pderiv_mul, pderiv_X_of_ne hj]
      simp
    · simp
  rw [hd] at h
  simp only [map_sum, map_pow, eval_X] at h
  have hs : ∑ j, Function.update x i (x i) j ^ 2 ≠ 0 := by
    rw [Function.update_eq_self]
    exact (Real.sqrt_pos.mp (radius_pos hx)).ne'
  refine (h.sqrt hs).congr_deriv ?_
  rw [Function.update_eq_self]
  exact mul_div_mul_left _ _ two_ne_zero
```

The product and chain rules now give

∂_i ψ = (∂_i Y + a Y x_i/r) exp(a r).

```lean
/-- The gradient of `Y exp(a r)` off the origin. -/
theorem partialD_orbital (Y : MvPolynomial (Fin n) ℝ) (a : ℝ) {x : Fin n → ℝ}
    (hx : x ≠ 0) (i : Fin n) :
    partialD i (orbital Y a) x =
      (eval x (pderiv i Y) + a * eval x Y * x i / radius x) * Real.exp (a * radius x) := by
  have h := (hasDerivAt_eval Y x i).fun_mul ((hasDerivAt_radius hx i).const_mul a).exp
  simp only [Function.update_eq_self] at h
  refine h.deriv.trans ?_
  ring
```

## The Laplacian of Y exp(a r)

Differentiating once more,

∂_i² ψ = [∂_i² Y + (2a/r) x_i ∂_i Y + aY/r + (a²/r² − a/r³) Y x_i²] exp(a r).

Sum over i. The first term vanishes by harmonicity, Euler's identity gives Σ_i x_i ∂_i Y = lY, the third term appears n times, and Σ_i x_i² = r². Therefore

Δψ = [a² + a(2l + n − 1)/r] ψ.

In the proof, `second` is the formula for ∂_i² ψ. Differentiating the gradient formula requires it near the point as well as at it; `hev` supplies this, since r stays nonzero nearby. The facts `hL`, `hE` and `hS` are the three sums.

```lean
/-- For `Y` harmonic and homogeneous of degree `l`, off the origin
`Δ(Y exp(a r)) = (a² + a(2l+n-1)/r) Y exp(a r)`. -/
theorem laplacian_orbital {Y : MvPolynomial (Fin n) ℝ} {l : ℕ} (hY : Y.IsHomogeneous l)
    (hH : IsHarmonic Y) (a : ℝ) {x : Fin n → ℝ} (hx : x ≠ 0) :
    laplacian (orbital Y a) x =
      (a ^ 2 + a * (2 * l + n - 1) / radius x) * orbital Y a x := by
  have hr := (radius_pos hx).ne'

  have second : ∀ i, partialD i (partialD i (orbital Y a)) x =
      (eval x (pderiv i (pderiv i Y)) + 2 * a / radius x * (x i * eval x (pderiv i Y))
        + a * eval x Y / radius x
        + (a ^ 2 / radius x ^ 2 - a / radius x ^ 3) * eval x Y * x i ^ 2)
        * Real.exp (a * radius x) := by
    intro i
    have hri : radius (Function.update x i (x i)) ≠ 0 := by
      rwa [Function.update_eq_self]
    -- the gradient formula holds in a neighbourhood, so it may be differentiated
    have hne : ∀ᶠ t in 𝓝 (x i), radius (Function.update x i t) ≠ 0 :=
      (hasDerivAt_radius hx i).continuousAt.eventually_ne hri
    have hev : (fun t => partialD i (orbital Y a) (Function.update x i t)) =ᶠ[𝓝 (x i)]
        fun t => (eval (Function.update x i t) (pderiv i Y)
          + a * eval (Function.update x i t) Y * Function.update x i t i
            / radius (Function.update x i t))
          * Real.exp (a * radius (Function.update x i t)) := by
      filter_upwards [hne] with t ht
      exact partialD_orbital Y a (fun h0 => ht (by rw [h0]; simp [radius])) i
    have hc : HasDerivAt (fun t => Function.update x i t i) 1 (x i) := by
      simp only [Function.update_self]
      exact hasDerivAt_id' _
    have h := ((hasDerivAt_eval (pderiv i Y) x i).fun_add
      ((((hasDerivAt_eval Y x i).const_mul a).fun_mul hc).fun_div
        (hasDerivAt_radius hx i) hri)).fun_mul ((hasDerivAt_radius hx i).const_mul a).exp
    simp only [Function.update_eq_self] at h
    refine hev.deriv_eq.trans (h.deriv.trans ?_)
    field_simp
    ring
  -- Euler's identity, harmonicity and the definition of the radius
  have hE : ∑ i, x i * eval x (pderiv i Y) = l * eval x Y := by
    have h := congrArg (eval x) hY.sum_X_mul_pderiv
    simpa [nsmul_eq_mul] using h
  have hL : ∑ i, eval x (pderiv i (pderiv i Y)) = 0 := by
    unfold IsHarmonic at hH
    rw [← map_sum, hH, map_zero]
  have hS : ∑ i, x i ^ 2 = radius x ^ 2 :=
    (Real.sq_sqrt (Finset.sum_nonneg fun _ _ => sq_nonneg _)).symm
  unfold laplacian
  rw [Finset.sum_congr rfl fun i _ => second i, ← Finset.sum_mul]
  simp only [Finset.sum_add_distrib, ← Finset.mul_sum, Finset.sum_const, Finset.card_univ,
    Fintype.card_fin, nsmul_eq_mul]
  rw [hL, hE, hS]
  unfold orbital
  field_simp
  ring
```

## The exponent and the energy

Set k = Z + a(2l + n − 1)/2. The Laplacian formula gives

Hψ = (−a²/2 − k/r) ψ,

which is `hloc`. If a = −2Z/(2l + n − 1), then k = 0 and ψ solves the equation with E = −a²/2.

Conversely, suppose that ψ solves it with energy E, and set c = E + a²/2. Cancelling the exponential leaves (c r + k) Y = 0 off the origin. Since Y may vanish at some points, we multiply by (c r − k) x_i to obtain a polynomial identity that also holds at the origin:

(c² Σ_j x_j² − k²) Y x_i = 0.

A product of polynomials is zero only if a factor is, and Y x_i ≠ 0, so the bracket is the zero polynomial. Its value at the origin gives k = 0, and its value at (1, …, 1) gives c² n = 0, so c = 0.

The theorem states this equivalence for all real Z, a and E, with one E for all points x ≠ 0. The hypothesis n ≥ 2 makes 2l + n − 1 positive.

```lean
/-- For `Y` nonzero, harmonic and homogeneous of degree `l` in `n ≥ 2` variables, `Y exp(a r)`
solves the Coulomb eigenvalue equation with energy `E` everywhere off the origin if and only if
`a = -2Z/(2l+n-1)` and `E = -a²/2`. -/
theorem orbital_eigen_iff {Y : MvPolynomial (Fin n) ℝ} {l : ℕ} (hn : 2 ≤ n)
    (hY : Y.IsHomogeneous l) (hH : IsHarmonic Y) (hY0 : Y ≠ 0) (Z a E : ℝ) :
    (∀ x, x ≠ 0 → hamiltonian Z (orbital Y a) x = E * orbital Y a x) ↔
      a = -(2 * Z) / (2 * l + n - 1) ∧ E = -a ^ 2 / 2 := by
  have hn' : (2 : ℝ) ≤ n := by exact_mod_cast hn
  have hl : (0 : ℝ) ≤ l := Nat.cast_nonneg l
  have hd : (0 : ℝ) < 2 * l + n - 1 := by linarith
  -- the local energy
  have hloc : ∀ x, x ≠ 0 → hamiltonian Z (orbital Y a) x =
      (-a ^ 2 / 2 - (Z + a * (2 * l + n - 1) / 2) / radius x) * orbital Y a x := by
    intro x hx
    unfold hamiltonian
    rw [laplacian_orbital hY hH a hx]
    ring
  rw [eq_div_iff hd.ne']
  constructor
  · intro h
    obtain ⟨k, hk⟩ : ∃ k, k = Z + a * (2 * l + n - 1) / 2 := ⟨_, rfl⟩
    obtain ⟨c, hc⟩ : ∃ c, c = E + a ^ 2 / 2 := ⟨_, rfl⟩
    let i : Fin n := ⟨0, by omega⟩
    -- (c r + k) Y = 0 off the origin, so (c² r² - k²) Y x_i is the zero polynomial
    have hQ : (C (c ^ 2) * ∑ j : Fin n, X j ^ 2 - C (k ^ 2) : MvPolynomial (Fin n) ℝ)
        * (Y * X i) = 0 := by
      refine MvPolynomial.funext fun x => ?_
      simp only [map_mul, map_sub, map_sum, map_pow, eval_C, eval_X, map_zero]
      by_cases hx : x = 0
      · simp [hx]
      · have h1 := (hloc x hx).symm.trans (h x hx)
        rw [← hk] at h1
        unfold orbital at h1
        have hkr : k / radius x * radius x = k := div_mul_cancel₀ k (radius_pos hx).ne'
        have h3 : (c * radius x + k) * eval x Y * Real.exp (a * radius x) = 0 := by
          linear_combination (-radius x) * h1
            + radius x * eval x Y * Real.exp (a * radius x) * hc
            - eval x Y * Real.exp (a * radius x) * hkr
        have h2 := (mul_eq_zero.mp h3).resolve_right (Real.exp_pos _).ne'
        have hS : ∑ j, x j ^ 2 = radius x ^ 2 :=
          (Real.sq_sqrt (Finset.sum_nonneg fun _ _ => sq_nonneg _)).symm
        rw [hS]
        linear_combination (c * radius x - k) * x i * h2
    have h0 := (mul_eq_zero.mp hQ).resolve_right (mul_ne_zero hY0 (X_ne_zero i))
    have hk0 : k = 0 := by simpa using congrArg (eval fun _ => (0 : ℝ)) h0
    have hn0 : n ≠ 0 := by omega
    have hc0 : c = 0 := by simpa [hk0, hn0] using congrArg (eval fun _ => (1 : ℝ)) h0
    exact ⟨by linarith, by linarith⟩
  · rintro ⟨ha, rfl⟩ x hx
    rw [hloc x hx, show Z + a * (2 * l + n - 1) / 2 = 0 by linarith, zero_div, sub_zero]
```

Harmonicity matters: the homogeneous polynomial Y = r² has ΔY = 2n, which adds −n/r² to the local energy Hψ/ψ. That ratio is then not constant for any a, so r² exp(a r) is never a solution.

The equation is imposed only off the origin. Passing to a bound state of the quantum-mechanical Hamiltonian also requires square integrability, which fails for Z ≤ 0, and the right behaviour at the nucleus.

## A 3d orbital

For n = 3 the exponent is a = −Z/(l + 1), the slope familiar from the electron–nucleus cusp; here it is found only for a single electron and this one-parameter family. With Z > 0 these are the 1s, 2p, 3d, … hydrogenic orbitals, convenient reference functions for one-electron local-energy routines. Taking Y = xy, so l = 2, gives

a = −Z/3, E = −Z²/18.

Lean checks that `X 0 * X 1` is harmonic and homogeneous of degree 2, then applies the theorem.

```lean
/-- In three dimensions `x y exp(-Z r/3)` solves the Coulomb eigenvalue equation off the origin
with energy `-Z²/18`. -/
theorem orbital_eigen_iff_witness (Z : ℝ) {x : Fin 3 → ℝ} (hx : x ≠ 0) :
    hamiltonian Z (orbital (X 0 * X 1) (-Z / 3)) x =
      -(Z ^ 2 / 18) * orbital (X 0 * X 1) (-Z / 3) x := by
  have hH : IsHarmonic (X 0 * X 1 : MvPolynomial (Fin 3) ℝ) := by
    simp [IsHarmonic, Fin.sum_univ_three, pderiv_X, Pi.single_apply]
  exact (orbital_eigen_iff (by norm_num) ((isHomogeneous_X ℝ 0).mul (isHomogeneous_X ℝ 1)) hH
    (mul_ne_zero (X_ne_zero 0) (X_ne_zero 1)) Z (-Z / 3) (-(Z ^ 2 / 18))).mpr
    ⟨by push_cast; ring, by ring⟩ x hx

end

end CoulombCusp
```

```lean
#print axioms CoulombCusp.orbital_eigen_iff
```

```
'CoulombCusp.orbital_eigen_iff' depends on axioms: [propext, Classical.choice, Quot.sound]
```
